# The overlap modulus of a soft-photon cloud and its dressing has a positive limit exactly when their mismatch is square-summable

## One displaced mode against the vacuum

Take one photon mode in a coherent state of complex amplitude $w$. Its amplitude for $n$ photons is
$$c_n(w)=e^{-|w|^2/2}\,\frac{w^n}{\sqrt{n!}} .$$
The vacuum has only $n=0$, so its overlap with this state is $c_0(w)=e^{-|w|^2/2}$. This is positive for every $w$. Now take $N$ independent modes, all with the same $w\neq0$. The overlap with the vacuum is $e^{-N|w|^2/2}$, which tends to zero as $N$ grows. No single factor vanishes, yet the product does in the limit.

## Soft photons from a scattered charge

A charge that changes its velocity emits soft photons, and lowering the infrared cutoff admits more and more modes. If no photons are present initially, the amplitude for a final state without a matching photon cloud tends to zero. A dressing supplies such a cloud, and the question is how closely it must match the emitted one.

Let mode $j=0,1,2,\dots$ have amplitude $z_j$ in the emitted cloud and $w_j$ in the dressing. For independent modes with prescribed coherent amplitudes, the results below decide whether the overlap of cloud and dressing still tends to zero as modes are added. The step left to physics is the claim that soft emission in QED produces such a product of coherent states, with amplitudes fixed by the charges' currents.

## The limits, and the Lean objects that express them

Write $S_N=\sum_{j=0}^{N-1}|z_j-w_j|^2$ for the mismatch in the first $N$ modes. The product of the first $N$ overlap moduli tends to $\exp(-\tfrac12\sum_{j}|z_j-w_j|^2)>0$ if the series converges, and to $0$ otherwise.

- `coherentAmp z n` is $c_n(z)$, the number amplitude of a normalised state.
- `overlap z w` is the complex sum $\sum_n\overline{c_n(z)}\,c_n(w)$, conjugated in the first argument.
- `cloudOverlap z w N` is a real number despite its name: the product of the moduli for modes $0$ to $N-1$. It equals $1$ for $N=0$.
- `Summable fun j => ‖z j - w j‖ ^ 2` is the convergence of the mismatch series.

The theorem `positive_limit_iff_summable` states the equivalence for arbitrary complex sequences. The limits concern moduli only. The phase of the full product can fail to settle even when the modulus converges: for $z_j=1$ and $w_j=1+i/(j+1)$ the mismatch is summable, but the phases add up like the harmonic series.

## From the exponential series to the two limits

The two factors $1/\sqrt{n!}$ combine, so
$$\sum_n\overline{c_n(z)}\,c_n(w)=e^{-(|z|^2+|w|^2)/2}\sum_n\frac{(\bar z w)^n}{n!}=e^{\bar z w-(|z|^2+|w|^2)/2}.$$
The modulus of an exponential is the exponential of the real part. Since $|z-w|^2=|z|^2+|w|^2-2\,\mathrm{Re}(\bar z w)$, the modulus is $e^{-|z-w|^2/2}$.

Multiplying over modes adds the exponents:
$$\prod_{j=0}^{N-1}e^{-|z_j-w_j|^2/2}=e^{-S_N/2}.$$
The terms of $S_N$ are nonnegative, so $S_N$ either converges or grows without bound. In the first case continuity of the exponential gives the positive limit; in the second the product tends to zero. Because a limit is unique, a positive limit excludes the second case.

## Equal amplitudes in every energy shell

Divide the soft region into shells of energy $\omega_j=\Lambda b^{-j}$, with upper scale $\Lambda$ and ratio $b>1$, and keep one collective mode per shell. The leading soft emission amplitude goes as $1/\omega$ and the photon phase space as $\omega\,d\omega$, so the mean photon number in a shell is proportional to $\int d\omega/\omega=\ln b$, the same for every shell. With a suitable choice of phase for each mode, the cloud has a constant amplitude $g$, with $|g|^2$ proportional to $\ln b$.

With no dressing, an infrared cutoff $\lambda=\Lambda b^{-N}$ leaves $N=\ln(\Lambda/\lambda)/\ln b$ shells, and the overlap modulus is
$$e^{-N|g|^2/2}=\left(\frac{\lambda}{\Lambda}\right)^{|g|^2/(2\ln b)} .$$
The suppression is a power of $\lambda$, and its exponent does not depend on the choice of $b$, because $|g|^2$ is proportional to $\ln b$. Expanded in powers of $|g|^2$, it gives powers of $\ln(\Lambda/\lambda)$, which is how it appears at fixed order in perturbation theory.

Now let the dressing occupy only the same collective modes, so that it has the same distribution over direction and polarisation as the emitted cloud, and let its amplitude be $g'+h\,r^j$ with $0\le r<1$. Here $g'$ is a second constant, not a derivative, and $h$ is a complex coefficient. A correction of relative order $\omega$ corresponds to $r=1/b$. The mismatch $g-g'-h\,r^j$ tends to $g-g'$. The terms of a convergent series tend to zero, so summability forces $g=g'$. Conversely, if $g=g'$, the squared mismatch is $|h|^2r^{2j}$, a convergent geometric series. This is `dressing_matches_iff`: the leading amplitude must match, while the decaying correction leaves the limit positive. In the matched case the limit is $\exp\!\big(-|h|^2/(2(1-r^2))\big)$.

## The complete Lean source

```lean
import Mathlib

open Filter Topology ComplexConjugate

namespace SoftPhotonOverlap

noncomputable section

/-- The amplitude for finding `n` photons in the single-mode coherent state with complex
amplitude `z`. -/
def coherentAmp (z : ℂ) (n : ℕ) : ℂ :=
  (Real.exp (-‖z‖ ^ 2 / 2) : ℂ) * z ^ n / (Real.sqrt (n.factorial : ℝ) : ℂ)

/-- The overlap of two single-mode coherent states, summed over the photon number. -/
def overlap (z w : ℂ) : ℂ := ∑' n : ℕ, conj (coherentAmp z n) * coherentAmp w n

/-- The modulus of the overlap of a soft cloud `z` with a dressing `w`, restricted to the
first `N` photon modes: the product of the single-mode moduli. -/
def cloudOverlap (z w : ℕ → ℂ) (N : ℕ) : ℝ :=
  ∏ j ∈ Finset.range N, ‖overlap (z j) (w j)‖

/-- The photon-number series for the overlap of two coherent states converges, and its sum
is a single exponential. -/
theorem hasSum_overlap (z w : ℂ) :
    HasSum (fun n : ℕ => conj (coherentAmp z n) * coherentAmp w n)
      (Complex.exp (conj z * w - (((‖z‖ ^ 2 + ‖w‖ ^ 2) / 2 : ℝ) : ℂ))) := by
  -- the exponential series in the variable `conj z * w`
  have h : HasSum (fun n : ℕ => (conj z * w) ^ n / (n.factorial : ℂ))
      (Complex.exp (conj z * w)) := by
    rw [Complex.exp_eq_exp_ℂ]
    exact NormedSpace.expSeries_div_hasSum_exp _
  have h2 := h.mul_left
    ((Real.exp (-‖z‖ ^ 2 / 2) : ℂ) * (Real.exp (-‖w‖ ^ 2 / 2) : ℂ))
  -- the two normalisation factors join the exponent
  have hval : (Real.exp (-‖z‖ ^ 2 / 2) : ℂ) * (Real.exp (-‖w‖ ^ 2 / 2) : ℂ)
      * Complex.exp (conj z * w)
      = Complex.exp (conj z * w - (((‖z‖ ^ 2 + ‖w‖ ^ 2) / 2 : ℝ) : ℂ)) := by
    rw [Complex.ofReal_exp, Complex.ofReal_exp, ← Complex.exp_add, ← Complex.exp_add]
    congr 1
    push_cast
    ring
  -- the two square roots combine to the factorial
  have hterm : (fun n : ℕ => conj (coherentAmp z n) * coherentAmp w n)
      = fun n : ℕ => (Real.exp (-‖z‖ ^ 2 / 2) : ℂ) * (Real.exp (-‖w‖ ^ 2 / 2) : ℂ)
        * ((conj z * w) ^ n / (n.factorial : ℂ)) := by
    funext n
    have hs : (Real.sqrt (n.factorial : ℝ) : ℂ) * (Real.sqrt (n.factorial : ℝ) : ℂ)
        = (n.factorial : ℂ) := by
      rw [← Complex.ofReal_mul, Real.mul_self_sqrt (Nat.cast_nonneg _),
        Complex.ofReal_natCast]
    unfold coherentAmp
    rw [map_div₀, map_mul, map_pow, Complex.conj_ofReal, Complex.conj_ofReal, ← hs, mul_pow]
    ring
  rw [hterm, ← hval]
  exact h2

/-- The overlap of two coherent states has a modulus that is Gaussian in the distance
between their amplitudes. -/
theorem norm_overlap (z w : ℂ) : ‖overlap z w‖ = Real.exp (-‖z - w‖ ^ 2 / 2) := by
  unfold overlap
  rw [(hasSum_overlap z w).tsum_eq, Complex.norm_exp]
  congr 1
  simp only [Complex.sub_re, Complex.ofReal_re, Complex.sq_norm, Complex.normSq_apply,
    Complex.mul_re, Complex.conj_re, Complex.conj_im, Complex.sub_im]
  ring

/-- With `N` modes, the modulus of the cloud overlap is the exponential of minus half the summed
squared mismatch between cloud and dressing. -/
theorem cloudOverlap_eq (z w : ℕ → ℂ) (N : ℕ) :
    cloudOverlap z w N
      = Real.exp (-(∑ j ∈ Finset.range N, ‖z j - w j‖ ^ 2) / 2) := by
  unfold cloudOverlap
  simp_rw [norm_overlap]
  rw [← Real.exp_sum]
  congr 1
  rw [← Finset.sum_neg_distrib, Finset.sum_div]

/-- If the squared mismatch is summable over the modes, the modulus of the cloud overlap tends to
the exponential of minus half its total. -/
theorem tendsto_of_summable (z w : ℕ → ℂ) (h : Summable fun j => ‖z j - w j‖ ^ 2) :
    Tendsto (cloudOverlap z w) atTop
      (𝓝 (Real.exp (-(∑' j, ‖z j - w j‖ ^ 2) / 2))) := by
  rw [funext (cloudOverlap_eq z w)]
  exact (Real.continuous_exp.tendsto _).comp (h.hasSum.tendsto_sum_nat.neg.div_const 2)

/-- If the squared mismatch is not summable over the modes, the modulus of the cloud overlap tends
to zero. -/
theorem tendsto_zero_of_not_summable (z w : ℕ → ℂ)
    (h : ¬ Summable fun j => ‖z j - w j‖ ^ 2) :
    Tendsto (cloudOverlap z w) atTop (𝓝 0) := by
  rw [funext (cloudOverlap_eq z w)]
  -- partial sums of nonnegative terms that do not converge grow without bound
  have hS := (not_summable_iff_tendsto_nat_atTop_of_nonneg
    (fun j => sq_nonneg ‖z j - w j‖)).mp h
  exact Real.tendsto_exp_atBot.comp
    ((tendsto_neg_atTop_atBot.comp hS).atBot_div_const (by norm_num : (0 : ℝ) < 2))

/-- The modulus of the overlap of a soft cloud with a dressing has a positive limit, as modes are
added without end, exactly when the squared mismatch of their amplitudes is summable. -/
theorem positive_limit_iff_summable (z w : ℕ → ℂ) :
    (∃ L : ℝ, 0 < L ∧ Tendsto (cloudOverlap z w) atTop (𝓝 L))
      ↔ Summable fun j => ‖z j - w j‖ ^ 2 := by
  constructor
  · rintro ⟨L, hL, hT⟩
    by_contra hn
    exact hL.ne' (tendsto_nhds_unique hT (tendsto_zero_of_not_summable z w hn))
  · intro h
    exact ⟨_, Real.exp_pos _, tendsto_of_summable z w h⟩

/-- Let a soft cloud have the same amplitude `g` in every mode, and let the dressing have amplitude
`g' + h r ^ j` in mode `j`, with `0 ≤ r < 1`. The modulus of their overlap has a positive limit
exactly when `g = g'`. -/
theorem dressing_matches_iff (g g' h : ℂ) (r : ℝ) (hr0 : 0 ≤ r) (hr1 : r < 1) :
    (∃ L : ℝ, 0 < L ∧
      Tendsto (cloudOverlap (fun _ => g) (fun j => g' + h * (r : ℂ) ^ j)) atTop (𝓝 L))
      ↔ g = g' := by
  rw [positive_limit_iff_summable]
  constructor
  · intro hs
    -- the mismatch per mode tends to `g - g'`, and summability forces it to vanish
    have hr : ‖(r : ℂ)‖ < 1 := by
      rw [Complex.norm_real, Real.norm_eq_abs, abs_of_nonneg hr0]
      exact hr1
    have hp := tendsto_pow_atTop_nhds_zero_of_norm_lt_one hr
    have ht := ((((hp.const_mul h).const_add g').const_sub g).norm).pow 2
    have h0 := tendsto_nhds_unique ht hs.tendsto_atTop_zero
    have h1 := norm_eq_zero.mp ((pow_eq_zero_iff two_ne_zero).mp h0)
    linear_combination h1
  · intro hg
    -- only a geometric series is left
    have hgeo : Summable fun j : ℕ => ‖h‖ ^ 2 * (r ^ 2) ^ j :=
      (summable_geometric_of_lt_one (sq_nonneg r) (by nlinarith)).mul_left _
    have e : (fun j : ℕ => ‖g - (g' + h * (r : ℂ) ^ j)‖ ^ 2)
        = fun j : ℕ => ‖h‖ ^ 2 * (r ^ 2) ^ j := by
      funext j
      rw [show g - (g' + h * (r : ℂ) ^ j) = -(h * (r : ℂ) ^ j) by rw [hg]; ring,
        norm_neg, norm_mul, norm_pow, Complex.norm_real, Real.norm_eq_abs,
        abs_of_nonneg hr0]
      ring
    rw [e]
    exact hgeo

end

end SoftPhotonOverlap
```

```lean
#print axioms SoftPhotonOverlap.positive_limit_iff_summable
#print axioms SoftPhotonOverlap.dressing_matches_iff
```

```
'SoftPhotonOverlap.positive_limit_iff_summable' depends on axioms: [propext, Classical.choice, Quot.sound]
'SoftPhotonOverlap.dressing_matches_iff' depends on axioms: [propext, Classical.choice, Quot.sound]
```

## How the lemmas build the equivalence

`hasSum_overlap` starts from Mathlib's exponential series in $\bar z w$ and multiplies it by the two normalisation factors. Inside it, `hterm` combines the square roots into $n!$ term by term, and `hval` collects the factors into one exponent. The result is a `HasSum` statement, so it gives convergence together with the value.

`norm_overlap` inserts that value and applies `Complex.norm_exp`, which leaves the real part of the exponent. Expanding in real and imaginary parts reduces the identity for $|z-w|^2$ to algebra, which `ring` closes. `cloudOverlap_eq` then turns the product into $e^{-S_N/2}$ through `Real.exp_sum`.

The two limits are separate theorems. `tendsto_of_summable` composes the convergence of $S_N$ with the continuity of the exponential. `tendsto_zero_of_not_summable` uses the fact that non-summable nonnegative terms have partial sums tending to infinity. In `positive_limit_iff_summable`, the forward direction argues by contradiction: without summability the limit would be both $L>0$ and $0$, which `tendsto_nhds_unique` forbids.

In `dressing_matches_iff`, `ht` is the limit of the squared mismatch, and `h0` equates it with zero by uniqueness of limits. From this `h1` extracts the vanishing amplitude difference, which gives $g=g'$. For the converse, `e` rewrites the squared mismatch as the geometric series whose convergence is `hgeo`.
